# Tsirelson's bound for mixed states of two finite systems

Two parties each choose one of two measurements with outcomes ±1: A₀ or A₁ on ℂᵐ, B₀ or B₁ on ℂⁿ. In a joint state ρ the correlators are Eᵢⱼ = Tr(ρ Aᵢ⊗Bⱼ), and the CHSH value is E₀₀ + E₀₁ + E₁₀ − E₁₁. Term by term one knows only |Eᵢⱼ| ≤ 1, which allows values up to 4, while the bound 2 of local hidden-variable models is violated by some entangled states with suitable settings. Without a further argument nothing says where between 2 and 4 the quantum values stop, and a CHSH value of 3 from a simulated pair of subsystems could not be recognised as an error. For finite-dimensional systems and projective ±1 measurements the limit is

|Tr(ρS)| ≤ 2√2,  S = A₀⊗B₀ + A₀⊗B₁ + A₁⊗B₀ − A₁⊗B₁.

The reference example has two qubits, the Pauli matrices Z and X, the settings A₀ = Z, A₁ = X, B₀ = (Z + X)/√2, B₁ = (Z − X)/√2, and the projector Φ⁺ on (|00⟩ + |11⟩)/√2. It gives Tr(Φ⁺S) = 2√2.

## The objects

In Lean 4 with Mathlib:

```lean
import Mathlib

open Matrix
open scoped Kronecker ComplexOrder

namespace TsirelsonMixed

noncomputable section

variable {k m n : Type*} [Fintype k] [Fintype m] [DecidableEq m]
  [Fintype n] [DecidableEq n]
```

The types `m` and `n` label finite bases of the two systems, and operators are complex matrices. The pair type `m × n` labels the product basis, and the Kronecker product `A ⊗ₖ B` has entry A(i,a)·B(j,b) in row (i,j) and column (a,b). Under `ComplexOrder`, 0 ≤ z for a complex z means that z is real and nonnegative. Infinite-dimensional systems, which Tsirelson's name often covers, are not treated. If either type is empty every trace is 0 and no state exists.

```lean
/-- A density matrix: positive semidefinite with unit trace. -/
structure IsDensity {k : Type*} [Fintype k] (ρ : Matrix k k ℂ) : Prop where
  pos : ρ.PosSemidef
  trace_one : ρ.trace = 1

/-- A dichotomic observable: Hermitian and squaring to the identity. -/
structure IsDichotomic {k : Type*} [Fintype k] [DecidableEq k] (A : Matrix k k ℂ) : Prop where
  herm : A.IsHermitian
  sq : A * A = 1

/-- The CHSH operator `S = A₀⊗B₀ + A₀⊗B₁ + A₁⊗B₀ - A₁⊗B₁`. -/
def chsh (A₀ A₁ : Matrix m m ℂ) (B₀ B₁ : Matrix n n ℂ) : Matrix (m × n) (m × n) ℂ :=
  A₀ ⊗ₖ B₀ + A₀ ⊗ₖ B₁ + A₁ ⊗ₖ B₀ - A₁ ⊗ₖ B₁
```

The derivation rests on the defect operator D(A, B) = √2 A⊗1 − 1⊗B, where 1 is the identity matrix, and on P = D(A₀, B₀ + B₁) and Q = D(A₁, B₀ − B₁).

```lean
/-- The defect operator `D(A, B) = √2 A⊗1 - 1⊗B`. -/
def defect (A : Matrix m m ℂ) (B : Matrix n n ℂ) : Matrix (m × n) (m × n) ℂ :=
  ((√2 : ℝ) : ℂ) • (A ⊗ₖ (1 : Matrix n n ℂ)) - (1 : Matrix m m ℂ) ⊗ₖ B
```

## Hypothesis 1: the observables act on separate factors

Physically, each party measures its own subsystem. The hypothesis is built into the types and into `chsh`. By hand it enters through (A⊗B)(A′⊗B′) = AA′⊗BB′ for matrices A, A′ on ℂᵐ and B, B′ on ℂⁿ, which makes A⊗1 and 1⊗B commute with product A⊗B:

D(A, B)² = 2 A²⊗1 − √2 (A⊗1)(1⊗B) − √2 (1⊗B)(A⊗1) + 1⊗B² = 2 A²⊗1 − 2√2 A⊗B + 1⊗B².

In `defect_sq`, `simp only` expands the square and merges products with `mul_kronecker_mul`, and `match_scalars` compares coefficients, using √2·√2 = 2 from `hs`.

```lean
/-- The square of the defect operator is `2 A²⊗1 - 2√2 A⊗B + 1⊗B²`. -/
theorem defect_sq (A : Matrix m m ℂ) (B : Matrix n n ℂ) :
    defect A B * defect A B =
      (2 : ℂ) • ((A * A) ⊗ₖ (1 : Matrix n n ℂ)) - (2 * ((√2 : ℝ) : ℂ)) • (A ⊗ₖ B)
        + (1 : Matrix m m ℂ) ⊗ₖ (B * B) := by
  have hs : ((√2 : ℝ) : ℂ) * ((√2 : ℝ) : ℂ) = 2 := by
    rw [← Complex.ofReal_mul, Real.mul_self_sqrt (by norm_num)]; norm_num
  simp only [defect, sub_mul, mul_sub, smul_mul_assoc, mul_smul_comm, ← mul_kronecker_mul,
    Matrix.mul_one, Matrix.one_mul]
  match_scalars <;> first | ring1 | linear_combination hs
```

Without the product structure S need not be an observable. On a single qubit with ordinary products AᵢBⱼ, take A₀ = X and B₀ = B₁ = Z. The A₁ terms cancel and S = 2XZ = −2iY with Y the third Pauli matrix, whose expectation in the +1 eigenstate of Y is −2i. What fails here is the reality of Tr(ρS), not the bound on its modulus. For Hermitian A and C on one space the Cauchy–Schwarz inequality gives |Tr(ρAC)|² ≤ Tr(ρA²) Tr(ρC²), so |Tr(ρS)| ≤ √Tr(ρ(B₀ + B₁)²) + √Tr(ρ(B₀ − B₁)²). The two traces add up to 4 (see Hypothesis 3), so this is at most 2√2 even without commutation. This example, this remark and the later counter-examples are worked on paper and are not theorems of the file.

The statement could instead have placed all four observables on one space and assumed AᵢBⱼ = BⱼAᵢ. The Kronecker products would give way to four commutation hypotheses, the expansion of D² would use those, and the present form would be the case Aᵢ⊗1, 1⊗Bⱼ.

## Hypothesis 2: the observables are Hermitian

The field `herm` says A† = A, so that outcomes are real and eigenspaces orthogonal. By hand, D(A, B)† = √2 A†⊗1 − 1⊗B† = D(A, B), and since B₀ ± B₁ are Hermitian, so are P and Q. Hermiticity gives P² = P†P and Q² = Q†Q, so both squares are positive operators. The proof applies `defect_isHermitian` to `hB₀.herm.add hB₁.herm` and `hB₀.herm.sub hB₁.herm`.

```lean
omit [Fintype m] [Fintype n] in
/-- The defect operator of Hermitian `A` and `B` is Hermitian. -/
theorem defect_isHermitian {A : Matrix m m ℂ} {B : Matrix n n ℂ}
    (hA : A.IsHermitian) (hB : B.IsHermitian) : (defect A B).IsHermitian := by
  simp [defect, Matrix.IsHermitian, conjTranspose_kronecker, hA.eq, hB.eq]
```

Without it the value is unbounded. Let A₀ have rows (1, t) and (0, −1) with t a complex number, so A₀² = 1. Let the second system be one-dimensional with B₀ = B₁ = 1, so S = 2A₀. In the state (|0⟩ + |1⟩)/√2 the expectation of A₀ is t/2, and Tr(ρS) = t.

## Hypothesis 3: the observables square to the identity

Together with `herm`, the field `sq` restricts the eigenvalues to ±1; the trivial observables ±1 are allowed. By hand, the anticommutator B₀B₁ + B₁B₀ cancels in

(B₀ + B₁)² + (B₀ − B₁)² = 2B₀² + 2B₁² = 4·1.

Adding the expansions of P² and Q² and using A₀² = A₁² = 1,

P² + Q² = 2·1 + 2·1 + 4·1 − 2√2 [A₀⊗(B₀ + B₁) + A₁⊗(B₀ − B₁)] = 8·1 − 2√2 S.

In `chsh_sum_of_squares`, `hB` is the first equation, `h1` lifts it to the product space, `kronecker_add` and `h2` distribute the bracket, and `linear_combination` adds up. Hermiticity plays no part in this identity.

```lean
/-- Sum-of-squares identity: if all four operators square to the identity, then
`D(A₀, B₀ + B₁)² + D(A₁, B₀ - B₁)² = 8 - 2√2 S`. -/
theorem chsh_sum_of_squares {A₀ A₁ : Matrix m m ℂ} {B₀ B₁ : Matrix n n ℂ}
    (hA₀ : A₀ * A₀ = 1) (hA₁ : A₁ * A₁ = 1) (hB₀ : B₀ * B₀ = 1) (hB₁ : B₁ * B₁ = 1) :
    defect A₀ (B₀ + B₁) * defect A₀ (B₀ + B₁) + defect A₁ (B₀ - B₁) * defect A₁ (B₀ - B₁)
      = (8 : ℂ) • (1 : Matrix (m × n) (m × n) ℂ) - (2 * ((√2 : ℝ) : ℂ)) • chsh A₀ A₁ B₀ B₁ := by
  -- the anticommutator of B₀ and B₁ cancels between the two squares
  have hB : (B₀ + B₁) * (B₀ + B₁) + (B₀ - B₁) * (B₀ - B₁) = (4 : ℂ) • (1 : Matrix n n ℂ) := by
    simp only [add_mul, mul_add, sub_mul, mul_sub, hB₀, hB₁]
    module
  have h1 : (1 : Matrix m m ℂ) ⊗ₖ ((B₀ + B₁) * (B₀ + B₁))
      + (1 : Matrix m m ℂ) ⊗ₖ ((B₀ - B₁) * (B₀ - B₁))
      = (4 : ℂ) • (1 : Matrix (m × n) (m × n) ℂ) := by
    rw [← kronecker_add, hB, kronecker_smul, one_kronecker_one]
  have h2 : A₁ ⊗ₖ (B₀ - B₁) = A₁ ⊗ₖ B₀ - A₁ ⊗ₖ B₁ := by
    ext ⟨i, j⟩ ⟨a, b⟩
    simp [mul_sub]
  rw [defect_sq, defect_sq, hA₀, hA₁, one_kronecker_one, kronecker_add A₀ B₀ B₁, h2, chsh]
  linear_combination (norm := module) h1
```

Without the hypothesis the scale is free: replacing Z, X by 2Z, 2X on the first side of the reference example doubles S and gives 4√2. Unsharp measurements, with eigenvalues inside the interval from −1 to 1, are not covered by the statement.

## Hypothesis 4: the state is positive semidefinite

The field `pos` says ρ† = ρ and v†ρv ≥ 0 for every vector v, so that probabilities are nonnegative. For Hermitian M with columns vⱼ, cyclicity of the trace gives

Tr(ρM²) = Tr(M†ρM) = Σⱼ vⱼ†ρvⱼ ≥ 0.

If the sum is zero, each term is zero. Writing ρ = C†C, one has ‖Cvⱼ‖² = 0, hence ρvⱼ = 0 for every j, that is ρM = 0. In `trace_mul_sq`, on any finite index type `k`, step `e` is the cyclic move and `hp` is the positivity of M†ρM. A positive matrix of zero trace vanishes (`h0`), `h1` reads off its diagonal entry j, and `dotProduct_mulVec_zero_iff` gives ρvⱼ = 0.

```lean
/-- For positive semidefinite `ρ` and Hermitian `M`, `Tr(ρ M²)` is nonnegative,
and if it vanishes then `ρ M = 0`. -/
theorem trace_mul_sq {ρ M : Matrix k k ℂ} (hρ : ρ.PosSemidef) (hM : M.IsHermitian) :
    0 ≤ (ρ * M * M).trace ∧ ((ρ * M * M).trace = 0 → ρ * M = 0) := by
  have e : (ρ * M * M).trace = (Mᴴ * ρ * M).trace := by
    rw [hM.eq, trace_mul_comm (ρ * M) M, Matrix.mul_assoc M ρ M]
  have hp := hρ.conjTranspose_mul_mul_same M
  rw [e]
  refine ⟨hp.trace_nonneg, fun h => ?_⟩
  have h0 := hp.trace_eq_zero_iff.mp h
  rw [Matrix.mul_assoc] at h0
  ext i j
  -- each column of M has zero weight in ρ, so ρ annihilates it
  have h1 : star (fun a => M a j) ⬝ᵥ ρ *ᵥ (fun a => M a j) = 0 := congrFun (congrFun h0 j) j
  exact congrFun ((hρ.dotProduct_mulVec_zero_iff _).mp h1) i
```

Without positivity, ρ = 2Φ⁺ − 1/4 (1/4 being the identity over 4) is Hermitian with unit trace and has the eigenvalue −1/4. In the reference example S is traceless, so Tr(ρS) = 4√2.

## Hypothesis 5: the state has unit trace

The field `trace_one` makes probabilities add up to one. It turns Tr(ρ·8·1) into 8:

Tr(ρP²) + Tr(ρQ²) = 8 − 2√2 Tr(ρS).

The lemma `chsh_gap` multiplies the sum of squares by ρ and takes the trace; of ρ it assumes only `ρ.trace = 1`.

```lean
variable {A₀ A₁ : Matrix m m ℂ} {B₀ B₁ : Matrix n n ℂ} {ρ : Matrix (m × n) (m × n) ℂ}

/-- In a state of unit trace the expectation values of the two squared defects
add up to `8 - 2√2 Tr(ρ S)`. -/
theorem chsh_gap (hA₀ : IsDichotomic A₀) (hA₁ : IsDichotomic A₁) (hB₀ : IsDichotomic B₀)
    (hB₁ : IsDichotomic B₁) (hρ : ρ.trace = 1) :
    (ρ * defect A₀ (B₀ + B₁) * defect A₀ (B₀ + B₁)).trace
      + (ρ * defect A₁ (B₀ - B₁) * defect A₁ (B₀ - B₁)).trace
      = 8 - 2 * ((√2 : ℝ) : ℂ) * (ρ * chsh A₀ A₁ B₀ B₁).trace := by
  rw [Matrix.mul_assoc, Matrix.mul_assoc, ← trace_add, ← mul_add,
    chsh_sum_of_squares hA₀.sq hA₁.sq hB₀.sq hB₁.sq]
  simp only [mul_sub, mul_smul_comm, mul_one, trace_sub, trace_smul, hρ, smul_eq_mul]
```

The unnormalised ρ = 2Φ⁺ is positive and gives 4√2.

## The five hypotheses together

Write T = Tr(ρS). By Hypotheses 2 and 4 the left side of the last equation is real and nonnegative, so Im T = 0 and Re T ≤ 8/(2√2) = 2√2. In `chsh_upper`, `Complex.le_def` splits 0 ≤ 8 − 2√2 T into real part `h1` and imaginary part `h2`.

```lean
/-- The CHSH expectation value `Tr(ρ S)` is real and at most `2√2`. -/
theorem chsh_upper (hA₀ : IsDichotomic A₀) (hA₁ : IsDichotomic A₁) (hB₀ : IsDichotomic B₀)
    (hB₁ : IsDichotomic B₁) (hρ : IsDensity ρ) :
    (ρ * chsh A₀ A₁ B₀ B₁).trace.im = 0 ∧ (ρ * chsh A₀ A₁ B₀ B₁).trace.re ≤ 2 * √2 := by
  have h := add_nonneg
    (trace_mul_sq hρ.pos (defect_isHermitian hA₀.herm (hB₀.herm.add hB₁.herm))).1
    (trace_mul_sq hρ.pos (defect_isHermitian hA₁.herm (hB₀.herm.sub hB₁.herm))).1
  rw [chsh_gap hA₀ hA₁ hB₀ hB₁ hρ.trace_one] at h
  generalize (ρ * chsh A₀ A₁ B₀ B₁).trace = T at h ⊢
  have e1 : (8 - 2 * ((√2 : ℝ) : ℂ) * T).re = 8 - 2 * √2 * T.re := by simp
  have e2 : (8 - 2 * ((√2 : ℝ) : ℂ) * T).im = -(2 * √2 * T.im) := by simp
  rw [Complex.le_def, e1, e2, Complex.zero_re, Complex.zero_im] at h
  obtain ⟨h1, h2⟩ := h
  have hp : (0 : ℝ) < √2 := Real.sqrt_pos.mpr (by norm_num)
  have hs : √2 * √2 = (2 : ℝ) := Real.mul_self_sqrt (by norm_num)
  constructor
  · have h3 : √2 * T.im = 0 := by linarith
    exact (mul_eq_zero.mp h3).resolve_left hp.ne'
  · by_contra hc
    nlinarith [mul_pos hp (sub_pos.mpr (not_le.mp hc))]
```

The operators −A₀, −A₁ are again Hermitian with square 1, and they send S to −S (`hneg`). The upper bound for them reads −Re T ≤ 2√2 (`hlo`). The theorem `tsirelson_bound` states that for four `IsDichotomic` matrices and any `IsDensity` matrix on the product the complex modulus of T is at most 2√2. The state may be mixed, entangled or separable.

```lean
/-- Tsirelson bound for mixed states: for dichotomic observables and any density matrix
on the product space, `|Tr(ρ S)| ≤ 2√2`. -/
theorem tsirelson_bound (hA₀ : IsDichotomic A₀) (hA₁ : IsDichotomic A₁) (hB₀ : IsDichotomic B₀)
    (hB₁ : IsDichotomic B₁) (hρ : IsDensity ρ) :
    ‖(ρ * chsh A₀ A₁ B₀ B₁).trace‖ ≤ 2 * √2 := by
  obtain ⟨him, hup⟩ := chsh_upper hA₀ hA₁ hB₀ hB₁ hρ
  -- reversing the sign of both A's reverses the sign of S
  have hneg : chsh (-A₀) (-A₁) B₀ B₁ = -chsh A₀ A₁ B₀ B₁ := by
    ext ⟨i, j⟩ ⟨a, b⟩
    simp only [chsh, Matrix.add_apply, Matrix.sub_apply, Matrix.neg_apply, kroneckerMap_apply]
    ring
  have hlo := (chsh_upper (A₀ := -A₀) (A₁ := -A₁) ⟨hA₀.herm.neg, by rw [neg_mul_neg, hA₀.sq]⟩
    ⟨hA₁.herm.neg, by rw [neg_mul_neg, hA₁.sq]⟩ hB₀ hB₁ hρ).2
  rw [hneg, mul_neg, trace_neg, Complex.neg_re] at hlo
  generalize (ρ * chsh A₀ A₁ B₀ B₁).trace = T at him hup hlo ⊢
  have hT : T = (T.re : ℂ) := Complex.ext (by simp) (by simp [him])
  rw [hT, Complex.norm_real, Real.norm_eq_abs, abs_le]
  constructor <;> linarith
```

If T = 2√2 then 8 − 2√2 T = 0, both nonnegative traces vanish, and ρP = ρQ = 0. Conversely ρP = ρQ = 0 gives 0 = 8 − 2√2 T. The theorem `tsirelson_eq_iff` states this equivalence for the value +2√2. Taking adjoints, every vector ψ in the range of ρ obeys √2 (A₀⊗1)ψ = (1⊗(B₀ + B₁))ψ and √2 (A₁⊗1)ψ = (1⊗(B₀ − B₁))ψ. The theorem does not identify the optimal states or observables up to local unitaries.

```lean
/-- Equality case: `Tr(ρ S) = 2√2` exactly when `ρ D(A₀, B₀ + B₁) = 0` and
`ρ D(A₁, B₀ - B₁) = 0`. -/
theorem tsirelson_eq_iff (hA₀ : IsDichotomic A₀) (hA₁ : IsDichotomic A₁)
    (hB₀ : IsDichotomic B₀) (hB₁ : IsDichotomic B₁) (hρ : IsDensity ρ) :
    (ρ * chsh A₀ A₁ B₀ B₁).trace = 2 * ((√2 : ℝ) : ℂ) ↔
      ρ * defect A₀ (B₀ + B₁) = 0 ∧ ρ * defect A₁ (B₀ - B₁) = 0 := by
  have hs : ((√2 : ℝ) : ℂ) * ((√2 : ℝ) : ℂ) = 2 := by
    rw [← Complex.ofReal_mul, Real.mul_self_sqrt (by norm_num)]; norm_num
  have hP := trace_mul_sq hρ.pos (defect_isHermitian hA₀.herm (hB₀.herm.add hB₁.herm))
  have hQ := trace_mul_sq hρ.pos (defect_isHermitian hA₁.herm (hB₀.herm.sub hB₁.herm))
  have g := chsh_gap hA₀ hA₁ hB₀ hB₁ hρ.trace_one
  constructor
  · intro h
    -- two nonnegative terms with zero sum both vanish
    have h0 := (add_eq_zero_iff_of_nonneg hP.1 hQ.1).mp
      (by rw [g, h]; linear_combination (-4 : ℂ) * hs)
    exact ⟨hP.2 h0.1, hQ.2 h0.2⟩
  · rintro ⟨h1, h2⟩
    simp only [h1, h2, Matrix.zero_mul, trace_zero, add_zero] at g
    linear_combination (((√2 : ℝ) : ℂ) / 4) * g - ((ρ * chsh A₀ A₁ B₀ B₁).trace / 2) * hs
```

## The bound is attained

With basis labels 0 and 1 from `Fin 2`, the settings of the reference example are `pauliZ`, `pauliX`, `diagPlus`, `diagMinus`, the prefactor 1/√2 being written √2/2.

```lean
/-- The Pauli matrix `Z`. -/
def pauliZ : Matrix (Fin 2) (Fin 2) ℂ := !![1, 0; 0, -1]

/-- The Pauli matrix `X`. -/
def pauliX : Matrix (Fin 2) (Fin 2) ℂ := !![0, 1; 1, 0]

/-- The observable `(Z + X)/√2`. -/
def diagPlus : Matrix (Fin 2) (Fin 2) ℂ := (((√2 : ℝ) : ℂ) / 2) • (pauliZ + pauliX)

/-- The observable `(Z - X)/√2`. -/
def diagMinus : Matrix (Fin 2) (Fin 2) ℂ := (((√2 : ℝ) : ℂ) / 2) • (pauliZ - pauliX)
```

The matrix `bell` is the normalised Φ⁺, with entry 1/2 between any two of |00⟩, |11⟩. For real p, `noisyBell p` is ρₚ = pΦ⁺ + ((1 − p)/4)·1.

```lean
/-- The projector on the Bell state `(|00⟩ + |11⟩)/√2`. -/
def bell : Matrix (Fin 2 × Fin 2) (Fin 2 × Fin 2) ℂ :=
  Matrix.of fun a b => if a.1 = a.2 ∧ b.1 = b.2 then 1 / 2 else 0

/-- The Bell state with weight `p` mixed with the maximally mixed state with weight `1 - p`. -/
def noisyBell (p : ℝ) : Matrix (Fin 2 × Fin 2) (Fin 2 × Fin 2) ℂ :=
  (p : ℂ) • bell + (((1 - p) / 4 : ℝ) : ℂ) • (1 : Matrix (Fin 2 × Fin 2) (Fin 2 × Fin 2) ℂ)
```

Since ZX + XZ = 0, (Z ± X)² = 2·1 (`hp`, `hm`), so (Z ± X)/√2 squares to 1.

```lean
/-- `Z`, `X`, `(Z + X)/√2` and `(Z - X)/√2` are dichotomic observables. -/
theorem dichotomic_witness : IsDichotomic pauliZ ∧ IsDichotomic pauliX ∧
    IsDichotomic diagPlus ∧ IsDichotomic diagMinus := by
  have hs : ((√2 : ℝ) : ℂ) * ((√2 : ℝ) : ℂ) = 2 := by
    rw [← Complex.ofReal_mul, Real.mul_self_sqrt (by norm_num)]; norm_num
  have hc : ((√2 : ℝ) : ℂ) / 2 * (((√2 : ℝ) : ℂ) / 2) * 2 = 1 := by
    linear_combination (1 / 2 : ℂ) * hs
  have hZ : pauliZᴴ = pauliZ := by
    ext i j; fin_cases i <;> fin_cases j <;> simp [pauliZ]
  have hX : pauliXᴴ = pauliX := by
    ext i j; fin_cases i <;> fin_cases j <;> simp [pauliX]
  have hp : (pauliZ + pauliX) * (pauliZ + pauliX) = (2 : ℂ) • 1 := by
    ext i j; fin_cases i <;> fin_cases j <;>
      simp [pauliZ, pauliX, Matrix.mul_apply, Fin.sum_univ_two] <;> norm_num
  have hm : (pauliZ - pauliX) * (pauliZ - pauliX) = (2 : ℂ) • 1 := by
    ext i j; fin_cases i <;> fin_cases j <;>
      simp [pauliZ, pauliX, Matrix.mul_apply, Fin.sum_univ_two] <;> norm_num
  refine ⟨⟨hZ, ?_⟩, ⟨hX, ?_⟩, ⟨?_, ?_⟩, ⟨?_, ?_⟩⟩
  · ext i j; fin_cases i <;> fin_cases j <;> simp [pauliZ, Matrix.mul_apply, Fin.sum_univ_two]
  · ext i j; fin_cases i <;> fin_cases j <;> simp [pauliX, Matrix.mul_apply, Fin.sum_univ_two]
  · simp [Matrix.IsHermitian, diagPlus, hZ, hX]
  · rw [diagPlus, smul_mul_assoc, mul_smul_comm, hp, smul_smul, smul_smul, hc, one_smul]
  · simp [Matrix.IsHermitian, diagMinus, hZ, hX]
  · rw [diagMinus, smul_mul_assoc, mul_smul_comm, hm, smul_smul, smul_smul, hc, one_smul]
```

Here B₀ + B₁ = √2 Z and B₀ − B₁ = √2 X, so S = √2 (Z⊗Z + X⊗X), which is `hS`. Both correlators equal 1 in Φ⁺ (`t1` gives their sum 2) and Z⊗Z + X⊗X is traceless (`t2`), so

Tr(ρₚS) = 2√2 p.

The conditions 0 ≤ p ≤ 1 serve only positivity: Φ⁺ = Φ⁺†Φ⁺ is positive (`hb`, `hpos`), and ρₚ combines it with the identity using nonnegative weights. At p = 1 the value is 2√2, so the constant in `tsirelson_bound` is the smallest one valid for two qubits.

```lean
/-- For `0 ≤ p ≤ 1` the noisy Bell state is a density matrix, and with the settings `Z`, `X`,
`(Z ± X)/√2` its CHSH value is `2√2 p`. -/
theorem noisyBell_witness {p : ℝ} (h0 : 0 ≤ p) (h1 : p ≤ 1) : IsDensity (noisyBell p) ∧
    (noisyBell p * chsh pauliZ pauliX diagPlus diagMinus).trace = 2 * ((√2 : ℝ) : ℂ) * p := by
  have hc : (starRingEnd ℂ) 2 = 2 := map_ofNat (starRingEnd ℂ) 2
  have hb : bellᴴ * bell = bell := by
    ext ⟨i, j⟩ ⟨a, b⟩
    fin_cases i <;> fin_cases j <;> fin_cases a <;> fin_cases b <;>
      simp [bell, Matrix.mul_apply, Fintype.sum_prod_type, hc]
  have hpos : bell.PosSemidef := hb ▸ posSemidef_conjTranspose_mul_self bell
  have htr : bell.trace = 1 := by
    simp [bell, Matrix.trace, Fintype.sum_prod_type]
  -- for these settings S = √2 (Z⊗Z + X⊗X)
  have hS : chsh pauliZ pauliX diagPlus diagMinus
      = ((√2 : ℝ) : ℂ) • (pauliZ ⊗ₖ pauliZ + pauliX ⊗ₖ pauliX) := by
    ext ⟨i, j⟩ ⟨a, b⟩
    simp only [chsh, diagPlus, diagMinus, Matrix.add_apply, Matrix.sub_apply, Matrix.smul_apply,
      kroneckerMap_apply, smul_eq_mul]
    ring
  have t1 : (bell * (pauliZ ⊗ₖ pauliZ + pauliX ⊗ₖ pauliX)).trace = 2 := by
    simp [bell, pauliZ, pauliX, Matrix.trace, Matrix.mul_apply, Fintype.sum_prod_type,
      Fin.sum_univ_two] <;> norm_num
  have t2 : (pauliZ ⊗ₖ pauliZ + pauliX ⊗ₖ pauliX).trace = 0 := by
    simp [pauliZ, pauliX, Matrix.trace, Fintype.sum_prod_type, Fin.sum_univ_two]
  refine ⟨⟨?_, ?_⟩, ?_⟩
  · exact (hpos.smul (Complex.zero_le_real.mpr h0)).add
      (PosSemidef.one.smul (Complex.zero_le_real.mpr (by linarith)))
  · rw [noisyBell, trace_add, trace_smul, trace_smul, htr, trace_one]
    simp <;> ring
  · rw [hS, noisyBell, mul_smul_comm, add_mul, smul_mul_assoc, smul_mul_assoc, one_mul,
      trace_smul, trace_add, trace_smul, trace_smul, t1, t2]
    simp only [smul_eq_mul]
    ring

end

end TsirelsonMixed
```

```lean
#print axioms TsirelsonMixed.tsirelson_bound
#print axioms TsirelsonMixed.tsirelson_eq_iff
```

```
'TsirelsonMixed.tsirelson_bound' depends on axioms: [propext, Classical.choice, Quot.sound]
'TsirelsonMixed.tsirelson_eq_iff' depends on axioms: [propext, Classical.choice, Quot.sound]
```
